# Density-matrix response in a moving non-orthogonal basis with an occupied–virtual gap

For orbitals with $C^\dagger SC=1$ and $HC=SCE$, I expect a differentiable density matrix $P=\sum_{i\in\mathrm{occ}}c_ic_i^\dagger$ to respond as

$$P'=-PS'P+Z+Z^\dagger,\qquad Z=\sum_{i\in\mathrm{occ}}\sum_{a\notin\mathrm{occ}}\frac{c_a^\dagger(H'-e_iS')c_i}{e_i-e_a}\,c_ac_i^\dagger,$$

when no occupied level $e_i$ equals a virtual level $e_a$. Here $H$ and $S$ are the Hamiltonian and overlap matrices, $c_i$ are the columns of $C$, $E=\mathrm{diag}(e_i)$ holds the real levels, and primes are derivatives in a real parameter $s$. Can this be made rigorous and machine-checked?

## The response, block by block

Yes: under that condition on the levels, the formula holds whenever $H$, $S$ and $P$ are differentiable at the point considered. The orbitals themselves need not be.

Let $O$ be the diagonal matrix of occupations, so $P=COC^\dagger=P^\dagger$. Orthonormality gives $PSP=P$ and $CC^\dagger S=1$. Hence $C^\dagger H=C^\dagger HCC^\dagger S=EC^\dagger S$, and since $EO=OE$,

$$HPS=SCEOC^\dagger S=SCOEC^\dagger S=SPH.$$

Differentiate both relations:

$$P'SP+PS'P+PSP'=P',$$
$$H'PS+HP'S+HPS'=S'PH+SP'H+SPH'.$$

As $C$ is invertible, write $P'=CDC^\dagger$, and set $\eta=C^\dagger H'C$, $\sigma=C^\dagger S'C$. Multiplying the first equation by $C^\dagger S$ and $SC$, and the second by $C^\dagger$ and $C$, gives

$$DO+O\sigma O+OD=D,$$
$$\eta O+ED+EO\sigma=\sigma OE+DE+O\eta.$$

The first makes the occupied block of $D$ equal to $-\sigma$ and the virtual block zero. The $(a,i)$ entry of the second is $\eta_{ai}+e_aD_{ai}=e_i\sigma_{ai}+e_iD_{ai}$, so $D_{ai}=(\eta_{ai}-e_i\sigma_{ai})/(e_i-e_a)$. Hermiticity gives $D_{ia}=\overline{D_{ai}}$. Transforming back with $C$ yields the formula.

The band energy $\mathrm{tr}(PH)$ has derivative $\mathrm{tr}(PH')+\mathrm{tr}(P'H)$, where $\mathrm{tr}(P'H)=\mathrm{tr}(DE)=-\sum_{i\in\mathrm{occ}}e_i\sigma_{ii}=-\mathrm{tr}(PHPS')$. Only diagonal entries of $D$ enter, so no gap is needed as long as $P$ is differentiable.

```lean
import Mathlib

open Matrix

namespace OverlapDensityResponse

noncomputable section

variable {n : Type*} [Fintype n] [DecidableEq n]

/-- `M'` is the entrywise derivative of the matrix family `M` at `t`. -/
def HasMatrixDerivAt (M : ℝ → Matrix n n ℂ) (M' : Matrix n n ℂ) (t : ℝ) : Prop :=
  ∀ i j, HasDerivAt (fun s => M s i j) (M' i j) t

/-- The columns of `C` are overlap-orthonormal orbitals solving `H C = S C E` with real levels. -/
structure IsRoothaanSolution (H S C : Matrix n n ℂ) (e : n → ℝ) : Prop where
  orth : Cᴴ * S * C = 1
  eig : H * C = S * C * diagonal (fun i => (e i : ℂ))

/-- The coefficient vector of orbital `i`. -/
def orbital (C : Matrix n n ℂ) (i : n) : n → ℂ := fun μ => C μ i

/-- The density matrix: the sum of `c_i c_i^H` over occupied orbitals. -/
def density (C : Matrix n n ℂ) (occ : Finset n) : Matrix n n ℂ :=
  ∑ i ∈ occ, vecMulVec (orbital C i) (star (orbital C i))

/-- The diagonal matrix of occupation numbers. -/
def occupation (occ : Finset n) : Matrix n n ℂ :=
  diagonal (fun i => if i ∈ occ then 1 else 0)

/-- The first-order coefficient `c_a^H (H' - e_i S') c_i / (e_i - e_a)`. -/
def mixing (C H' S' : Matrix n n ℂ) (e : n → ℝ) (a i : n) : ℂ :=
  (star (orbital C a) ⬝ᵥ ((H' - (e i : ℂ) • S') *ᵥ orbital C i)) / ((e i : ℂ) - (e a : ℂ))

/-- The matrix `Z`: the sum of `c_a c_i^H` over occupied `i` and virtual `a`, weighted by the
first-order coefficients. -/
def transition (C H' S' : Matrix n n ℂ) (e : n → ℝ) (occ : Finset n) : Matrix n n ℂ :=
  ∑ i ∈ occ, ∑ a ∈ occᶜ,
    mixing C H' S' e a i • vecMulVec (orbital C a) (star (orbital C i))

/-- The first-order coefficients arranged as a virtual-occupied block. -/
def mixingBlock (C H' S' : Matrix n n ℂ) (e : n → ℝ) (occ : Finset n) : Matrix n n ℂ :=
  Matrix.of fun a i => if i ∈ occ then (if a ∈ occᶜ then mixing C H' S' e a i else 0) else 0

omit [DecidableEq n] in
/-- The product rule for matrix families. -/
theorem HasMatrixDerivAt.mul {A B : ℝ → Matrix n n ℂ} {A' B' : Matrix n n ℂ} {t : ℝ}
    (hA : HasMatrixDerivAt A A' t) (hB : HasMatrixDerivAt B B' t) :
    HasMatrixDerivAt (fun s => A s * B s) (A' * B t + A t * B') t := by
  intro i j
  have h : HasDerivAt (fun s => ∑ k, A s i k * B s k j)
      (∑ k, (A' i k * B t k j + A t i k * B' k j)) t :=
    HasDerivAt.fun_sum fun k _ => (hA i k).fun_mul (hB k j)
  simpa only [Matrix.mul_apply, Matrix.add_apply, Finset.sum_add_distrib] using h

/-- The density matrix is `C O C^H`, with `O` the occupation matrix. -/
theorem density_eq (C : Matrix n n ℂ) (occ : Finset n) :
    density C occ = C * occupation occ * Cᴴ := by
  ext μ ν
  rw [Matrix.mul_apply]
  simp only [density, Matrix.sum_apply, vecMulVec_apply, occupation, mul_diagonal,
    conjTranspose_apply, orbital, Pi.star_apply, mul_ite, mul_one, mul_zero, ite_mul, zero_mul,
    Finset.sum_ite_mem, Finset.univ_inter]

/-- `Z` is `C M C^H`, with `M` the virtual-occupied coefficient block. -/
theorem transition_eq (C H' S' : Matrix n n ℂ) (e : n → ℝ) (occ : Finset n) :
    transition C H' S' e occ = C * mixingBlock C H' S' e occ * Cᴴ := by
  ext μ ν
  have key : ∀ i, (C * mixingBlock C H' S' e occ) μ i * Cᴴ i ν =
      if i ∈ occ then ∑ a ∈ occᶜ, mixing C H' S' e a i * (C μ a * star (C ν i)) else 0 := by
    intro i
    rw [Matrix.mul_apply, conjTranspose_apply]
    by_cases hi : i ∈ occ
    · simp only [mixingBlock, Matrix.of_apply, if_pos hi, mul_ite, mul_zero,
        Finset.sum_ite_mem, Finset.univ_inter, Finset.sum_mul]
      exact Finset.sum_congr rfl fun a _ => by ring
    · simp only [mixingBlock, Matrix.of_apply, if_neg hi, mul_zero, Finset.sum_const_zero,
        zero_mul]
  rw [Matrix.mul_apply, Finset.sum_congr rfl fun i _ => key i]
  simp only [transition, Matrix.sum_apply, Matrix.smul_apply, vecMulVec_apply, Pi.star_apply,
    orbital, smul_eq_mul, Finset.sum_ite_mem, Finset.univ_inter]

/-- The density matrix is Hermitian, idempotent in the overlap metric, and stationary:
`P S P = P` and `H P S = S P H`. -/
theorem density_relations {H S C : Matrix n n ℂ} {e : n → ℝ}
    (h : IsRoothaanSolution H S C e) (occ : Finset n) :
    (density C occ)ᴴ = density C occ ∧ density C occ * S * density C occ = density C occ ∧
      H * density C occ * S = S * density C occ * H := by
  have hO : (occupation occ)ᴴ = occupation occ := by
    rw [occupation, diagonal_conjTranspose]
    exact congrArg diagonal (funext fun i => by by_cases hi : i ∈ occ <;> simp [hi])
  have hOO : occupation occ * occupation occ = occupation occ := by
    rw [occupation, diagonal_mul_diagonal]
    exact congrArg diagonal (funext fun i => by by_cases hi : i ∈ occ <;> simp [hi])
  have hEO : diagonal (fun i => (e i : ℂ)) * occupation occ =
      occupation occ * diagonal (fun i => (e i : ℂ)) := by
    rw [occupation, diagonal_mul_diagonal, diagonal_mul_diagonal]
    exact congrArg diagonal (funext fun i => mul_comm _ _)
  have c1 : C * (Cᴴ * S) = 1 := mul_eq_one_comm.mp h.orth
  -- the adjoint eigenvalue equation
  have h1 : Cᴴ * H = diagonal (fun i => (e i : ℂ)) * (Cᴴ * S) := by
    calc Cᴴ * H = Cᴴ * H * (C * (Cᴴ * S)) := by rw [c1, Matrix.mul_one]
      _ = Cᴴ * (H * C) * (Cᴴ * S) := by simp only [Matrix.mul_assoc]
      _ = (Cᴴ * S * C) * diagonal (fun i => (e i : ℂ)) * (Cᴴ * S) := by
        rw [h.eig]; simp only [Matrix.mul_assoc]
      _ = _ := by rw [h.orth, Matrix.one_mul]
  rw [density_eq]
  refine ⟨?_, ?_, ?_⟩
  · simp only [conjTranspose_mul, conjTranspose_conjTranspose, hO, Matrix.mul_assoc]
  · calc _ = C * occupation occ * (Cᴴ * S * C) * occupation occ * Cᴴ := by
          simp only [Matrix.mul_assoc]
      _ = C * (occupation occ * occupation occ) * Cᴴ := by
          rw [h.orth, Matrix.mul_one]; simp only [Matrix.mul_assoc]
      _ = _ := by rw [hOO]
  · calc _ = (H * C) * occupation occ * (Cᴴ * S) := by simp only [Matrix.mul_assoc]
      _ = S * C * (diagonal (fun i => (e i : ℂ)) * occupation occ) * (Cᴴ * S) := by
          rw [h.eig]; simp only [Matrix.mul_assoc]
      _ = S * C * occupation occ * (diagonal (fun i => (e i : ℂ)) * (Cᴴ * S)) := by
          rw [hEO]; simp only [Matrix.mul_assoc]
      _ = _ := by rw [← h1]; simp only [Matrix.mul_assoc]

/-- The derivative of the density matrix is Hermitian and obeys the differentiated idempotency
and stationarity conditions. -/
theorem response_equations {H S C : ℝ → Matrix n n ℂ} {e : ℝ → n → ℝ} {occ : Finset n} {t : ℝ}
    {H' S' P' : Matrix n n ℂ} (hsol : ∀ s, IsRoothaanSolution (H s) (S s) (C s) (e s))
    (hH : HasMatrixDerivAt H H' t) (hS : HasMatrixDerivAt S S' t)
    (hP : HasMatrixDerivAt (fun s => density (C s) occ) P' t) :
    P'ᴴ = P' ∧
    P' * S t * density (C t) occ + density (C t) occ * S' * density (C t) occ
      + density (C t) occ * S t * P' = P' ∧
    H' * density (C t) occ * S t + H t * P' * S t + H t * density (C t) occ * S'
      = S' * density (C t) occ * H t + S t * P' * H t + S t * density (C t) occ * H' := by
  have uniq : ∀ {M N : ℝ → Matrix n n ℂ} {A B : Matrix n n ℂ}, (∀ s, M s = N s) →
      HasMatrixDerivAt M A t → HasMatrixDerivAt N B t → A = B := by
    intro M N A B hMN hA hB
    obtain rfl : M = N := funext hMN
    ext i j
    exact (hA i j).unique (hB i j)
  have hPs : HasMatrixDerivAt (fun s => (density (C s) occ)ᴴ) P'ᴴ t :=
    fun i j => (hP j i).star
  refine ⟨uniq (fun s => (density_relations (hsol s) occ).1) hPs hP, ?_, ?_⟩
  · simpa only [Matrix.add_mul] using
      uniq (fun s => (density_relations (hsol s) occ).2.1) ((hP.mul hS).mul hP) hP
  · simpa only [Matrix.add_mul] using
      uniq (fun s => (density_relations (hsol s) occ).2.2) ((hH.mul hP).mul hS)
        ((hS.mul hP).mul hH)

/-- Density-matrix response in a moving non-orthogonal basis: `P' = -P S' P + Z + Z^H` when
no occupied level coincides with a virtual one. -/
theorem density_matrix_response {H S C : ℝ → Matrix n n ℂ} {e : ℝ → n → ℝ} {occ : Finset n}
    {t : ℝ} {H' S' P' : Matrix n n ℂ}
    (hsol : ∀ s, IsRoothaanSolution (H s) (S s) (C s) (e s))
    (hH : HasMatrixDerivAt H H' t) (hS : HasMatrixDerivAt S S' t)
    (hP : HasMatrixDerivAt (fun s => density (C s) occ) P' t)
    (hgap : ∀ i ∈ occ, ∀ a ∉ occ, e t i ≠ e t a) :
    P' = -(density (C t) occ * S' * density (C t) occ)
      + transition (C t) H' S' (e t) occ + (transition (C t) H' S' (e t) occ)ᴴ := by
  obtain ⟨hherm, hid, hst⟩ := response_equations hsol hH hS hP
  clear hP
  have h := hsol t
  generalize C t = C at *
  generalize H t = H at *
  generalize S t = S at *
  generalize e t = e at *
  have k1 : Cᴴ * (S * C) = 1 := by rw [← Matrix.mul_assoc]; exact h.orth
  have k2 : ∀ Y : Matrix n n ℂ, Cᴴ * (S * (C * Y)) = Y := fun Y => by
    rw [← Matrix.mul_assoc S, ← Matrix.mul_assoc, k1, Matrix.one_mul]
  have k3 : H * C = S * (C * diagonal (fun i => (e i : ℂ))) := by rw [h.eig, Matrix.mul_assoc]
  have k4 : ∀ Y : Matrix n n ℂ,
      H * (C * Y) = S * (C * (diagonal (fun i => (e i : ℂ)) * Y)) := fun Y => by
    rw [← Matrix.mul_assoc, k3]; simp only [Matrix.mul_assoc]
  -- pass to the orbital basis
  obtain ⟨D, rfl⟩ : ∃ D, P' = C * D * Cᴴ := by
    have c1 : C * (Cᴴ * S) = 1 := mul_eq_one_comm.mp h.orth
    have c2 : S * C * Cᴴ = 1 := mul_eq_one_comm.mp k1
    refine ⟨Cᴴ * S * P' * (S * C), ?_⟩
    calc P' = (C * (Cᴴ * S)) * P' * (S * C * Cᴴ) := by
          rw [c1, c2, Matrix.one_mul, Matrix.mul_one]
      _ = _ := by simp only [Matrix.mul_assoc]
  rw [density_eq] at hid hst ⊢
  have d1 : Dᴴ = D := by
    have := congrArg (fun M => Cᴴ * S * M * (S * C)) hherm
    simpa only [conjTranspose_mul, conjTranspose_conjTranspose, Matrix.mul_assoc, k1, k2,
      Matrix.mul_one] using this
  have d2 : D * occupation occ + occupation occ * (Cᴴ * S' * C) * occupation occ
      + occupation occ * D = D := by
    have := congrArg (fun M => Cᴴ * S * M * (S * C)) hid
    simpa only [Matrix.mul_add, Matrix.add_mul, Matrix.mul_assoc, k1, k2,
      Matrix.mul_one] using this
  have d3 : (Cᴴ * H' * C) * occupation occ + diagonal (fun i => (e i : ℂ)) * D
      + diagonal (fun i => (e i : ℂ)) * (occupation occ * (Cᴴ * S' * C))
      = (Cᴴ * S' * C) * occupation occ * diagonal (fun i => (e i : ℂ))
      + D * diagonal (fun i => (e i : ℂ)) + occupation occ * (Cᴴ * H' * C) := by
    have := congrArg (fun M => Cᴴ * M * C) hst
    simpa only [Matrix.mul_add, Matrix.add_mul, Matrix.mul_assoc, k1, k2, k3, k4,
      Matrix.mul_one] using this
  -- the virtual-occupied block, where the level difference is divided out
  have hvo : ∀ a ∉ occ, ∀ i ∈ occ, D a i = mixing C H' S' e a i := by
    intro a ha i hi
    have hne : (e i : ℂ) - (e a : ℂ) ≠ 0 :=
      sub_ne_zero.2 (by exact_mod_cast hgap i hi a ha)
    have hb : star (orbital C a) ⬝ᵥ ((H' - (e i : ℂ) • S') *ᵥ orbital C i)
        = (Cᴴ * H' * C) a i - (e i : ℂ) * (Cᴴ * S' * C) a i := by
      have hx : Cᴴ * (H' - (e i : ℂ) • S') * C
          = Cᴴ * H' * C - (e i : ℂ) • (Cᴴ * S' * C) := by
        simp only [Matrix.mul_sub, Matrix.sub_mul, Matrix.mul_smul, Matrix.smul_mul]
      have hy := congrFun (congrFun hx a) i
      rw [Matrix.mul_assoc] at hy
      exact hy
    have k := congrFun (congrFun d3 a) i
    simp only [Matrix.add_apply, occupation, mul_diagonal, diagonal_mul, if_pos hi,
      if_neg ha] at k
    rw [mixing, hb, eq_div_iff hne]
    linear_combination -k
  have hD : D = -(occupation occ * (Cᴴ * S' * C) * occupation occ)
      + mixingBlock C H' S' e occ + (mixingBlock C H' S' e occ)ᴴ := by
    ext p q
    have k := congrFun (congrFun d2 p) q
    have hs : star (D q p) = D p q := congrFun (congrFun d1 p) q
    simp only [Matrix.add_apply, Matrix.neg_apply, occupation, mul_diagonal, diagonal_mul,
      conjTranspose_apply, mixingBlock, Matrix.of_apply, Finset.mem_compl] at k ⊢
    by_cases hp : p ∈ occ <;> by_cases hq : q ∈ occ
    · simp [hp, hq] at k ⊢
      linear_combination k
    · simp [hp, hq, ← hvo q hq p hp]
      exact hs.symm
    · simp [hp, hq, hvo p hp q hq]
    · simp [hp, hq] at k ⊢
      exact k.symm
  rw [transition_eq]
  conv_lhs => rw [hD]
  simp only [Matrix.mul_add, Matrix.add_mul, Matrix.mul_neg, Matrix.neg_mul,
    conjTranspose_mul, conjTranspose_conjTranspose, Matrix.mul_assoc]

/-- If `H`, `S` and the orbitals are differentiable at `t` and no occupied level equals a virtual
one there, the density matrix is differentiable at `t`, with derivative `-P S' P + Z + Z^H`. -/
theorem density_hasDeriv_of_orbitals {H S C : ℝ → Matrix n n ℂ} {e : ℝ → n → ℝ}
    {occ : Finset n} {t : ℝ} {H' S' C' : Matrix n n ℂ}
    (hsol : ∀ s, IsRoothaanSolution (H s) (S s) (C s) (e s))
    (hH : HasMatrixDerivAt H H' t) (hS : HasMatrixDerivAt S S' t)
    (hC : HasMatrixDerivAt C C' t) (hgap : ∀ i ∈ occ, ∀ a ∉ occ, e t i ≠ e t a) :
    HasMatrixDerivAt (fun s => density (C s) occ)
      (-(density (C t) occ * S' * density (C t) occ)
        + transition (C t) H' S' (e t) occ + (transition (C t) H' S' (e t) occ)ᴴ) t := by
  have hO : HasMatrixDerivAt (fun _ => occupation occ) 0 t :=
    fun i j => hasDerivAt_const t (occupation occ i j)
  have hCs : HasMatrixDerivAt (fun s => (C s)ᴴ) C'ᴴ t := fun i j => (hC j i).star
  obtain ⟨P', hP⟩ : ∃ P', HasMatrixDerivAt (fun s => density (C s) occ) P' t := by
    simp only [density_eq]
    exact ⟨_, (hC.mul hO).mul hCs⟩
  rw [← density_matrix_response hsol hH hS hP hgap]
  exact hP

/-- If `H`, `S` and the density matrix `P` are differentiable at `t`, the band energy `tr(P H)` has
derivative `tr(P H') - tr(P H P S')` there. -/
theorem band_energy_deriv {H S C : ℝ → Matrix n n ℂ} {e : ℝ → n → ℝ} {occ : Finset n} {t : ℝ}
    {H' S' P' : Matrix n n ℂ} (hsol : ∀ s, IsRoothaanSolution (H s) (S s) (C s) (e s))
    (hH : HasMatrixDerivAt H H' t) (hS : HasMatrixDerivAt S S' t)
    (hP : HasMatrixDerivAt (fun s => density (C s) occ) P' t) :
    HasDerivAt (fun s => trace (density (C s) occ * H s))
      (trace (density (C t) occ * H')
        - trace (density (C t) occ * H t * density (C t) occ * S')) t := by
  have hm := hP.mul hH
  have hsum : HasDerivAt (fun s => ∑ i, (density (C s) occ * H s) i i)
      (∑ i, (P' * H t + density (C t) occ * H') i i) t :=
    HasDerivAt.fun_sum fun i _ => hm i i
  refine HasDerivAt.congr_deriv hsum ?_
  change trace (P' * H t + density (C t) occ * H') = _
  obtain ⟨-, hid, -⟩ := response_equations hsol hH hS hP
  obtain ⟨-, hpp, hc⟩ := density_relations (hsol t) occ
  generalize density (C t) occ = P at *
  generalize H t = H at *
  generalize S t = S at *
  -- the occupied block of the response
  have a1 : P * S * P' * S * P = -(P * S' * P) := by
    have q := congrArg (fun M => P * S * M) hid
    have q1 : P * S * (P' * S * P + P * S' * P + P * S * P')
        = P * S * P' * S * P + (P * S * P) * S' * P + (P * S * P) * S * P' := by
      noncomm_ring
    simp only [q1, hpp] at q
    have q2 : P * S * P' * S * P + P * S' * P = 0 := add_eq_right.mp q
    exact eq_neg_of_add_eq_zero_left q2
  have a2 : trace (H * P' * (S * P)) = -trace (H * (P * S' * P)) := by
    calc trace (H * P' * (S * P)) = trace (H * P' * (S * (P * S * P))) := by rw [hpp]
      _ = trace ((H * P' * S * P) * (S * P)) := by simp only [Matrix.mul_assoc]
      _ = trace ((S * P) * (H * P' * S * P)) := trace_mul_comm _ _
      _ = trace ((S * P * H) * (P' * S * P)) := by simp only [Matrix.mul_assoc]
      _ = trace (H * (P * S * P' * S * P)) := by rw [← hc]; simp only [Matrix.mul_assoc]
      _ = _ := by rw [a1, Matrix.mul_neg, trace_neg]
  have a3 : trace (H * (P * S * P')) = trace (H * P' * (S * P)) := by
    calc trace (H * (P * S * P')) = trace ((H * P * S) * P') := by
          simp only [Matrix.mul_assoc]
      _ = trace ((S * P) * (H * P')) := by rw [hc]; simp only [Matrix.mul_assoc]
      _ = _ := trace_mul_comm _ _
  have a4 : trace (H * P') = trace (H * P' * (S * P)) + trace (H * (P * S' * P))
      + trace (H * (P * S * P')) := by
    have q := congrArg (fun M => trace (H * M)) hid
    simp only [Matrix.mul_add, trace_add] at q
    rw [← q]
    simp only [Matrix.mul_assoc]
  have a5 : trace (H * (P * S' * P)) = trace (P * H * P * S') := by
    calc trace (H * (P * S' * P)) = trace ((H * P * S') * P) := by
          simp only [Matrix.mul_assoc]
      _ = trace (P * (H * P * S')) := trace_mul_comm _ _
      _ = _ := by simp only [Matrix.mul_assoc]
  rw [trace_add, trace_mul_comm P' H]
  linear_combination a4 + a3 + 2 * a2 - a5

/-- An explicit two-orbital family with levels `-1` and `1` and a varying overlap solves the
orbital equations for all `s`, with the displayed derivatives at `0`. -/
theorem response_witness :
    (∀ s : ℝ, IsRoothaanSolution !![-1, (s : ℂ); (s : ℂ), 1 - (s : ℂ) * s]
      !![1, -(s : ℂ); -(s : ℂ), 1 + (s : ℂ) * s] !![1, (s : ℂ); 0, 1] ![-1, 1]) ∧
    HasMatrixDerivAt (fun s : ℝ => !![-1, (s : ℂ); (s : ℂ), 1 - (s : ℂ) * s])
      !![0, 1; 1, 0] 0 ∧
    HasMatrixDerivAt (fun s : ℝ => !![1, -(s : ℂ); -(s : ℂ), 1 + (s : ℂ) * s])
      !![0, -1; -1, 0] 0 ∧
    HasMatrixDerivAt (fun s : ℝ => !![1, (s : ℂ); 0, 1]) !![0, 1; 0, 0] 0 := by
  have hi : HasDerivAt (fun s : ℝ => (s : ℂ)) 1 0 :=
    (hasDerivAt_id (0 : ℝ)).ofReal_comp.congr_deriv (by simp)
  have hm : HasDerivAt (fun s : ℝ => 1 - (s : ℂ) * s) 0 0 :=
    ((hi.fun_mul hi).const_sub 1).congr_deriv (by simp)
  have hp : HasDerivAt (fun s : ℝ => 1 + (s : ℂ) * s) 0 0 :=
    ((hi.fun_mul hi).const_add 1).congr_deriv (by simp)
  have hc : ∀ c : ℂ, HasDerivAt (fun _ : ℝ => c) 0 0 := fun c => hasDerivAt_const 0 c
  refine ⟨fun s => ⟨?_, ?_⟩, ?_, ?_, ?_⟩
  · ext i j
    fin_cases i <;> fin_cases j <;>
      simp [Matrix.mul_apply, Fin.sum_univ_succ]
  · ext i j
    fin_cases i <;> fin_cases j <;>
      simp [Matrix.mul_apply, Fin.sum_univ_succ, diagonal_apply]
  · exact Fin.forall_fin_two.2 ⟨Fin.forall_fin_two.2 ⟨hc (-1), hi⟩,
      Fin.forall_fin_two.2 ⟨hi, hm⟩⟩
  · exact Fin.forall_fin_two.2 ⟨Fin.forall_fin_two.2 ⟨hc 1, hi.fun_neg⟩,
      Fin.forall_fin_two.2 ⟨hi.fun_neg, hp⟩⟩
  · exact Fin.forall_fin_two.2 ⟨Fin.forall_fin_two.2 ⟨hc 1, hi⟩,
      Fin.forall_fin_two.2 ⟨hc 0, hc 1⟩⟩

end

end OverlapDensityResponse
```

```lean
#print axioms OverlapDensityResponse.density_matrix_response
#print axioms OverlapDensityResponse.density_hasDeriv_of_orbitals
#print axioms OverlapDensityResponse.band_energy_deriv
```

```
'OverlapDensityResponse.density_matrix_response' depends on axioms: [propext, Classical.choice, Quot.sound]
'OverlapDensityResponse.density_hasDeriv_of_orbitals' depends on axioms: [propext, Classical.choice, Quot.sound]
'OverlapDensityResponse.band_energy_deriv' depends on axioms: [propext, Classical.choice, Quot.sound]
```

## What the Lean theorems assume

`IsRoothaanSolution` holds the two orbital equations, with real levels, and is required at every $s$; `hgap` is required only at $t$. These equations already force $S$ and $H$ to be Hermitian. `HasMatrixDerivAt` is entrywise differentiation, `occ` a fixed set of column labels, and `density` and `transition` are $P$ and $Z$.

`density_matrix_response` assumes that $P$ is differentiable; `density_hasDeriv_of_orbitals` derives this from differentiable orbitals. If $s$ is a nuclear coordinate, the band energy contributes minus the derivative in `band_energy_deriv` to the force, so the overlap term enters the force as $+\mathrm{tr}(PHPS')$. In a self-consistent theory $H'$ would itself contain the response of $P$; here it is given.

## How the proof follows the algebra

`density_relations` proves the relations for $P$, and `response_equations` differentiates them using uniqueness of derivatives. In the main proof, `d1`, `d2` and `d3` are Hermiticity and the two equations for $D$; `hvo` divides by the level difference, `hD` assembles the four blocks, and `transition_eq` returns to the original basis. `band_energy_deriv` reaches the trace identity from the relations for $P$, the differentiated idempotency relation and cyclicity of the trace, without introducing $D$.

## Full occupation and a two-level example

With every orbital occupied, $Z=0$ and $P=S^{-1}$, so the formula reduces to $P'=-S^{-1}S'S^{-1}$.

In the family of `response_witness`, $e_0=-1$ and $e_1=1$. The formula does not require the lowest levels to be filled. Occupy the upper one, orbital $1$, whose coefficients are $(s,1)$:

$$P=\begin{pmatrix}s^2&s\\s&1\end{pmatrix},\qquad P'(0)=\begin{pmatrix}0&1\\1&0\end{pmatrix}.$$

At $s=0$, $C=1$, $H'_{01}=1$ and $S'_{01}=-1$. The coefficient in $Z$ is $(1-1\cdot(-1))/(1-(-1))=1$ and $PS'P=0$, so $Z+Z^\dagger$ is the same matrix.
